# The constant beside the logarithm in ∫ tanh(y)/y dy, and the weak-coupling mean-field Peierls temperature

To estimate the mean-field Peierls temperature of a perfectly nested band with a constant density of states at weak coupling g, one replaces the static susceptibility χ(T) at the nesting vector by a logarithm plus a constant and solves gχ(T) = 1 for T. The constant sets the prefactor of the temperature. It comes from the limit, as Y → ∞,

∫₀^Y tanh(y)/y dy − log Y → C,  C = −∫₀^∞ log(y)/cosh²(y) dy.

## Integrating by parts from zero

For y ≥ 0 the derivative of y − tanh y is 1 − 1/cosh²(y) ≥ 0, so 0 ≤ tanh y ≤ y. Since tanh is odd, |tanh y| ≤ |y| everywhere, and tanh(y)/y is bounded by 1. For y > 0,

d/dy [tanh(y) log(y)] = tanh(y)/y + log(y)/cosh²(y).

The bracket vanishes as y → 0, because |tanh(y) log(y)| ≤ |y log(y)|. Hence

∫₀^Y tanh(y)/y dy = tanh(Y) log(Y) − ∫₀^Y log(y)/cosh²(y) dy.

The last integrand is at most |log y| in magnitude on (0, 1]. Beyond 1, cosh y ≥ exp(y)/2 and log y ≤ exp(y) bound it by 4 exp(−y). The integral therefore converges absolutely as Y → ∞. Subtracting log Y leaves the term (tanh Y − 1) log Y. Since 1 − tanh Y = exp(−Y)/cosh(Y), its magnitude is at most Y exp(−Y) for Y ≥ 1, and it vanishes in the limit.

## From Fermi functions to a temperature

Take k_B = 1, a constant density of states N on [−W, W], and nesting that pairs the levels e and −e. With f(e) = 1/(exp(e/T) + 1), a = exp(e/2T) and b = 1/a,

f(−e) − f(e) = a/(a + b) − b/(a + b) = tanh(e/2T).

The static susceptibility χ(T) at the nesting vector is the integral over the band of N (f(−e) − f(e)) divided by 2e, the energy difference of the paired levels. The integrand is even in e, so the substitution y = e/2T gives

χ(T) = ∫₋W^W N tanh(e/2T)/(2e) de = N ∫₀^{W/2T} tanh(y)/y dy.

Thus χ(T) − N log(W/2T) → N C as T → 0⁺.

The condition gχ(T) = 1 says that the electronic response just cancels the restoring force of the lattice at the nesting vector; g is the effective coupling. The bound on the kernel gives χ ≤ NW/(2T), hence T ≤ gNW/2, so T → 0 when g → 0. Then 1/(Ng) = χ/N = log(W/2T) + C + o(1), and exponentiating gives

T exp(1/(Ng)) → (W/2) exp(C).

For numbers, use the known value C = log(4/π) + γ ≈ 0.819, with γ Euler's constant, which the Lean development does not evaluate. Let Ng = 0.2 and W = 1 eV. Then log(W/2T) ≈ 5 − 0.819 = 4.181, so W/2T ≈ 65.4 and T ≈ 7.6 meV, or about 89 K. At Y = 65.4 the tanh is saturated, so the neglected correction is minute.

The limit fails if g does not tend to zero. Hold T = 2W and g = 1/χ(2W) fixed: the condition gχ = 1 is met, but T exp(1/(Ng)) stays above 2W, while (W/2) exp(C) ≈ 1.13 W.

## The model and the limit in Lean

```lean
import Mathlib

open Filter Topology MeasureTheory Set

namespace PeierlsLogarithm

noncomputable section
```

`fermi T e` is the occupation of a level at energy `e` measured from the Fermi level.

```lean
/-- The Fermi function at temperature `T` (with `k_B = 1`), energies measured from the Fermi level. -/
def fermi (T e : ℝ) : ℝ := 1 / (Real.exp (e / T) + 1)
```

The susceptibility has the perfect nesting and the constant density of states built in. Any spin factor must be absorbed into `N` or into the coupling. At `e = 0` Lean's division gives the integrand the value 0, and a single point does not affect the integral.

```lean
/-- Static susceptibility at the nesting vector of a band with constant density of states `N` on
`[-W, W]`, where nesting pairs each level `e` with the level `-e`. -/
def nestedSusceptibility (N W T : ℝ) : ℝ :=
  ∫ e in (-W)..W, N * (fermi T (-e) - fermi T e) / (2 * e)
```

`logConstant` is C; `Ioi 0` is the half-line y > 0.

```lean
/-- The constant `-∫ log y / cosh² y` over `y > 0`. -/
def logConstant : ℝ := -∫ y in Ioi (0 : ℝ), Real.log y / Real.cosh y ^ 2
```

The derivative of tanh follows from the quotient rule and cosh² = 1 + sinh².

```lean
/-- The derivative of `tanh` is `1 / cosh²`. -/
theorem hasDerivAt_tanh (y : ℝ) : HasDerivAt Real.tanh (1 / Real.cosh y ^ 2) y := by
  have h := (Real.hasDerivAt_sinh y).fun_div (Real.hasDerivAt_cosh y) (Real.cosh_pos y).ne'
  have e : Real.tanh = fun x => Real.sinh x / Real.cosh x :=
    funext Real.tanh_eq_sinh_div_cosh
  rw [e]
  refine h.congr_deriv ?_
  congr 1
  linear_combination Real.cosh_sq y
```

Monotonicity of `x - Real.tanh x` gives the bound for x ≥ 0, and oddness carries it to negative arguments.

```lean
/-- The thermal factor `tanh y` never exceeds `y` in magnitude. -/
theorem abs_tanh_le (y : ℝ) : |Real.tanh y| ≤ |y| := by
  have hd : ∀ x : ℝ, HasDerivAt (fun x => x - Real.tanh x) (1 - 1 / Real.cosh x ^ 2) x :=
    fun x => (hasDerivAt_id' x).fun_sub (hasDerivAt_tanh x)
  have hm : Monotone (fun x : ℝ => x - Real.tanh x) :=
    monotone_of_deriv_nonneg (fun x => (hd x).differentiableAt) (fun x => by
      rw [(hd x).deriv, sub_nonneg]
      exact div_le_one_of_le₀ (one_le_pow₀ (Real.one_le_cosh x)) (by positivity))
  have key : ∀ x : ℝ, 0 ≤ x → |Real.tanh x| ≤ x := by
    intro x hx
    have h : (0 : ℝ) - Real.tanh 0 ≤ x - Real.tanh x := hm hx
    rw [Real.tanh_zero] at h
    have h0 : 0 ≤ Real.tanh x := by
      rw [Real.tanh_eq_sinh_div_cosh]
      exact div_nonneg (Real.sinh_nonneg_iff.2 hx) (Real.cosh_pos x).le
    rw [abs_of_nonneg h0]
    linarith
  rcases le_total 0 y with hy | hy
  · exact (key y hy).trans (le_abs_self y)
  · have h := key (-y) (by linarith)
    rw [Real.tanh_neg, abs_neg] at h
    exact h.trans (neg_le_abs y)
```

The bound on the kernel follows, and with it integrability on every bounded interval.

```lean
/-- The kernel `tanh y / y` is bounded by one. -/
theorem norm_kernel_le (y : ℝ) : ‖Real.tanh y / y‖ ≤ 1 := by
  rw [norm_div]
  exact div_le_one_of_le₀ (abs_tanh_le y) (norm_nonneg y)

/-- The kernel `tanh y / y` is integrable on every bounded interval. -/
theorem kernel_integrable (a b : ℝ) :
    IntervalIntegrable (fun y => Real.tanh y / y) volume a b := by
  have hc : Continuous Real.tanh :=
    continuous_iff_continuousAt.2 fun y => (hasDerivAt_tanh y).continuousAt
  have h1 : IntervalIntegrable (fun _ : ℝ => (1 : ℝ)) volume a b :=
    continuous_const.intervalIntegrable a b
  exact h1.mono_fun' (hc.measurable.div measurable_id).aestronglyMeasurable
    (ae_of_all _ norm_kernel_le)
```

Absolute convergence is proved by splitting the half-line at 1 and using the two bounds derived above.

```lean
/-- The integral defining the constant converges absolutely. -/
theorem integrableOn_log_div_cosh_sq :
    IntegrableOn (fun y => Real.log y / Real.cosh y ^ 2) (Ioi 0) := by
  have hmeas : Measurable (fun y => Real.log y / Real.cosh y ^ 2) :=
    Real.measurable_log.div (Real.continuous_cosh.measurable.pow_const 2)
  rw [← Ioc_union_Ioi_eq_Ioi (zero_le_one' ℝ)]
  refine IntegrableOn.union ?_ ?_
  · -- near zero the logarithm itself is integrable
    have hlog : IntervalIntegrable Real.log volume 0 1 := intervalIntegral.intervalIntegrable_log'
    refine Integrable.mono hlog.1 hmeas.aestronglyMeasurable (ae_of_all _ fun y => ?_)
    rw [norm_div]
    refine div_le_self (norm_nonneg _) ?_
    rw [Real.norm_of_nonneg (by positivity)]
    exact one_le_pow₀ (Real.one_le_cosh y)
  · -- beyond one the integrand is below `4 exp (-y)`
    refine Integrable.mono' (Integrable.const_mul (exp_neg_integrableOn_Ioi 1 one_pos) 4)
      hmeas.aestronglyMeasurable
      ((ae_restrict_iff' measurableSet_Ioi).2 (ae_of_all _ fun y hy => ?_))
    have hy1 : (1 : ℝ) < y := hy
    have hc := Real.cosh_pos y
    rw [Real.norm_of_nonneg (div_nonneg (Real.log_nonneg hy1.le) (by positivity)),
      div_le_iff₀ (by positivity), neg_one_mul]
    have hab : Real.exp (-y) * Real.exp y = 1 := by rw [← Real.exp_add]; simp
    have hcosh : Real.exp y / 2 ≤ Real.cosh y := by
      rw [Real.cosh_eq]
      linarith [Real.exp_pos (-y)]
    calc Real.log y ≤ Real.exp y := by
          linarith [Real.log_le_sub_one_of_pos (by linarith : 0 < y), Real.add_one_le_exp y]
      _ = 4 * Real.exp (-y) * (Real.exp y / 2) ^ 2 := by
          linear_combination (-Real.exp y) * hab
      _ ≤ 4 * Real.exp (-y) * Real.cosh y ^ 2 := by gcongr
```

For the integration by parts, `hcont` shows that tanh(y) log(y) is continuous even at zero. The fundamental theorem of calculus then needs the derivative only inside the interval.

```lean
/-- Integration by parts: for `Y ≥ 0`, the integral of `tanh y / y` from `0` to `Y` is `tanh Y log
Y` minus the integral of `log y / cosh² y` over the same interval. -/
theorem integral_kernel_by_parts {Y : ℝ} (hY : 0 ≤ Y) :
    ∫ y in (0 : ℝ)..Y, Real.tanh y / y =
      Real.tanh Y * Real.log Y - ∫ y in (0 : ℝ)..Y, Real.log y / Real.cosh y ^ 2 := by
  have hd : ∀ y : ℝ, y ≠ 0 → HasDerivAt (fun y => Real.tanh y * Real.log y)
      (Real.tanh y / y + Real.log y / Real.cosh y ^ 2) y := fun y hy =>
    ((hasDerivAt_tanh y).fun_mul (Real.hasDerivAt_log hy)).congr_deriv (by ring)
  -- the boundary term is continuous even at zero, since `y log y` tends to zero
  have hcont : Continuous (fun y => Real.tanh y * Real.log y) := by
    refine continuous_iff_continuousAt.2 fun y => ?_
    rcases eq_or_ne y 0 with rfl | hy
    · have h0 : Tendsto (fun t : ℝ => |t * Real.log t|) (𝓝 0) (𝓝 0) := by
        simpa using Real.continuous_mul_log.abs.tendsto 0
      have h1 : Tendsto (fun t => Real.tanh t * Real.log t) (𝓝 0) (𝓝 0) := by
        refine squeeze_zero_norm (fun t => ?_) h0
        rw [Real.norm_eq_abs, abs_mul, abs_mul]
        exact mul_le_mul_of_nonneg_right (abs_tanh_le t) (abs_nonneg _)
      simpa [ContinuousAt] using h1
    · exact (hd y hy).continuousAt
  have hi : IntervalIntegrable (fun y => Real.log y / Real.cosh y ^ 2) volume 0 Y :=
    (intervalIntegrable_iff_integrableOn_Ioc_of_le hY).2
      (integrableOn_log_div_cosh_sq.mono_set Ioc_subset_Ioi_self)
  have h := intervalIntegral.integral_eq_sub_of_hasDerivAt_of_le hY hcont.continuousOn
    (fun y hy => hd y hy.1.ne') ((kernel_integrable 0 Y).add hi)
  rw [intervalIntegral.integral_add (kernel_integrable 0 Y) hi, Real.tanh_zero, zero_mul] at h
  linarith
```

The main limit combines `h1`, the vanishing of (tanh Y − 1) log Y, with `h2`, the convergence of the remaining integral.

```lean
/-- With its logarithm removed, the integral of `tanh y / y` up to `Y` converges to
`-∫ log y / cosh² y` over `y > 0`. -/
theorem tendsto_integral_tanh_div_sub_log :
    Tendsto (fun Y : ℝ => (∫ y in (0 : ℝ)..Y, Real.tanh y / y) - Real.log Y) atTop
      (𝓝 (-∫ y in Ioi (0 : ℝ), Real.log y / Real.cosh y ^ 2)) := by
  -- `tanh` saturates exponentially fast, which beats the logarithm
  have h1 : Tendsto (fun Y : ℝ => (Real.tanh Y - 1) * Real.log Y) atTop (𝓝 0) := by
    refine squeeze_zero_norm' ?_ (Real.tendsto_pow_mul_exp_neg_atTop_nhds_zero 1)
    filter_upwards [eventually_ge_atTop (1 : ℝ)] with Y hY
    have hc := Real.cosh_pos Y
    have ht : Real.tanh Y - 1 = -(Real.exp (-Y) / Real.cosh Y) := by
      rw [Real.tanh_eq_sinh_div_cosh, ← Real.cosh_sub_sinh, sub_div, div_self hc.ne']
      ring
    have hq : 0 ≤ Real.exp (-Y) / Real.cosh Y := div_nonneg (Real.exp_pos _).le hc.le
    rw [ht, norm_mul, norm_neg, Real.norm_of_nonneg hq,
      Real.norm_of_nonneg (Real.log_nonneg hY), pow_one]
    exact (mul_comm _ _).trans_le (mul_le_mul
      (by linarith [Real.log_le_sub_one_of_pos (by linarith : 0 < Y)])
      (div_le_self (Real.exp_pos _).le (Real.one_le_cosh Y)) hq (by linarith))
  have h2 := intervalIntegral_tendsto_integral_Ioi 0 integrableOn_log_div_cosh_sq tendsto_id
  have h3 := h1.sub h2
  rw [zero_sub] at h3
  refine h3.congr' ?_
  filter_upwards [eventually_ge_atTop (0 : ℝ)] with Y hY
  rw [integral_kernel_by_parts hY]
  simp only [id]
  ring
```

## The susceptibility and the coupling in Lean

The inner statement `key` is the algebra with a and b, where ab = 1.

```lean
/-- The occupation difference of two nested levels is `tanh (e / 2T)`. -/
theorem fermi_sub (T e : ℝ) : fermi T (-e) - fermi T e = Real.tanh (e / (2 * T)) := by
  have key : ∀ a b : ℝ, 0 < a → 0 < b → a * b = 1 →
      1 / (b * b + 1) - 1 / (a * a + 1) = (a - b) / 2 / ((a + b) / 2) := by
    intro a b ha hb hab
    have h1 : 1 / (b * b + 1) = a / (a + b) := by
      rw [div_eq_div_iff (by positivity) (by positivity)]
      linear_combination (-b) * hab
    have h2 : 1 / (a * a + 1) = b / (a + b) := by
      rw [div_eq_div_iff (by positivity) (by positivity)]
      linear_combination (-a) * hab
    rw [h1, h2, ← sub_div, div_div_div_cancel_right₀ two_ne_zero]
  have e1 : e / T = e / (2 * T) + e / (2 * T) := by ring
  have e2 : -e / T = -(e / (2 * T)) + -(e / (2 * T)) := by ring
  rw [fermi, fermi, e1, e2, Real.exp_add, Real.exp_add, Real.tanh_eq_sinh_div_cosh,
    Real.sinh_eq, Real.cosh_eq]
  exact key _ _ (Real.exp_pos _) (Real.exp_pos _) (by rw [← Real.exp_add]; simp)
```

Here `h2` is the rescaling and `h3` the evenness of the kernel.

```lean
/-- For `T > 0` the nested susceptibility is `N` times the integral of `tanh y / y` from `0` to `W /
2T`. -/
theorem nestedSusceptibility_eq (N W : ℝ) {T : ℝ} (hT : 0 < T) :
    nestedSusceptibility N W T = N * ∫ y in (0 : ℝ)..(W / (2 * T)), Real.tanh y / y := by
  have hTT : T / T = 1 := div_self hT.ne'
  have h1 : ∀ e : ℝ, N * (fermi T (-e) - fermi T e) / (2 * e) =
      N / (4 * T) * (Real.tanh (e / (2 * T)) / (e / (2 * T))) := by
    intro e
    rw [fermi_sub]
    generalize Real.tanh (e / (2 * T)) = t
    have : N / (4 * T) * (t / (e / (2 * T))) = N * t / (2 * e) * (T / T) := by
      rw [div_div_eq_mul_div]
      ring
    rw [this, hTT, mul_one]
  have h2 : ∫ e in (-W)..W, Real.tanh (e / (2 * T)) / (e / (2 * T)) =
      2 * T * ∫ y in (-W / (2 * T))..(W / (2 * T)), Real.tanh y / y := by
    have h := intervalIntegral.integral_comp_div (a := -W) (b := W)
      (fun y => Real.tanh y / y) (by positivity : 2 * T ≠ 0)
    simpa only [smul_eq_mul] using h
  -- the kernel is even, so both halves of the band contribute equally
  have h3 : ∀ L : ℝ, ∫ y in (-L)..L, Real.tanh y / y =
      2 * ∫ y in (0 : ℝ)..L, Real.tanh y / y := by
    intro L
    have h := intervalIntegral.integral_comp_neg (a := 0) (b := L) (fun y => Real.tanh y / y)
    simp only [Real.tanh_neg, neg_div_neg_eq, neg_zero] at h
    rw [← intervalIntegral.integral_add_adjacent_intervals (kernel_integrable (-L) 0)
      (kernel_integrable 0 L), ← h]
    ring
  simp only [nestedSusceptibility, h1]
  rw [intervalIntegral.integral_const_mul, h2, neg_div, h3]
  generalize (∫ y in (0 : ℝ)..(W / (2 * T)), Real.tanh y / y) = I
  have : N / (4 * T) * (2 * T * (2 * I)) = N * I * (T / T) := by ring
  rw [this, hTT, mul_one]
```

The filter `𝓝[>] 0` expresses T → 0⁺. The logarithmic law is the main limit composed with W/2T → ∞.

```lean
/-- On cooling, the nested susceptibility follows `N log (W / 2T)` up to an additive term that
tends to `N` times the constant. -/
theorem nestedSusceptibility_log_law (N : ℝ) {W : ℝ} (hW : 0 < W) :
    Tendsto (fun T => nestedSusceptibility N W T - N * Real.log (W / (2 * T))) (𝓝[>] 0)
      (𝓝 (N * logConstant)) := by
  have hL : Tendsto (fun T : ℝ => W / (2 * T)) (𝓝[>] 0) atTop := by
    have h := Tendsto.const_mul_atTop (half_pos hW) (tendsto_inv_nhdsGT_zero (𝕜 := ℝ))
    exact h.congr fun T => by ring
  refine ((tendsto_integral_tanh_div_sub_log.comp hL).const_mul N).congr' ?_
  filter_upwards [self_mem_nhdsWithin] with T hT
  rw [nestedSusceptibility_eq N W hT]
  simp only [Function.comp_apply]
  ring
```

In the last theorem, `g` and `T` are families indexed by `ι`, and the filter `l` says in which direction the index runs. The hypothesis `h` imposes the mean-field condition at every index; it is assumed, not derived from a Hamiltonian. Suitable families arise by letting T → 0⁺ and setting g = 1/χ(T). The step `hb` bounds T by the coupling, `hT0` concludes that T → 0⁺, and `h3` exponentiates the logarithmic law. Fluctuations, imperfect nesting and an energy-dependent density of states lie beyond this model.

```lean
/-- If the coupling `g` tends to zero and the temperatures `T` satisfy the mean-field Peierls
condition `g χ(T) = 1`, then `T exp (1 / (N g))` tends to `(W / 2) exp C`, with `C` the constant. -/
theorem peierls_temperature_weak_coupling {ι : Type*} {l : Filter ι} {g T : ι → ℝ} {N W : ℝ}
    (hN : 0 < N) (hW : 0 < W) (hg : Tendsto g l (𝓝 0)) (hT : ∀ i, 0 < T i)
    (h : ∀ i, g i * nestedSusceptibility N W (T i) = 1) :
    Tendsto (fun i => T i * Real.exp (1 / (N * g i))) l
      (𝓝 (W / 2 * Real.exp logConstant)) := by
  -- the bound `χ ≤ N W / 2T` forces the transition temperature to zero
  have hb : ∀ i, T i ≤ |g i| * (N * W / 2) := by
    intro i
    have hTi := hT i
    have hI := intervalIntegral.norm_integral_le_of_norm_le_const
      (a := 0) (b := W / (2 * T i)) (fun y _ => norm_kernel_le y)
    rw [one_mul, sub_zero, abs_of_pos (by positivity), Real.norm_eq_abs] at hI
    have h1 : 1 ≤ |g i| * (N * (W / (2 * T i))) := by
      calc (1 : ℝ) = |g i * nestedSusceptibility N W (T i)| := by rw [h i, abs_one]
        _ = |g i| * (N * |∫ y in (0 : ℝ)..(W / (2 * T i)), Real.tanh y / y|) := by
            rw [nestedSusceptibility_eq N W hTi, abs_mul, abs_mul, abs_of_pos hN]
        _ ≤ |g i| * (N * (W / (2 * T i))) := by gcongr
    calc T i = T i * 1 := (mul_one _).symm
      _ ≤ T i * (|g i| * (N * (W / (2 * T i)))) := mul_le_mul_of_nonneg_left h1 hTi.le
      _ = |g i| * (N * W / 2) * (T i / T i) := by ring
      _ = |g i| * (N * W / 2) := by rw [div_self hTi.ne', mul_one]
  have hg0 : Tendsto (fun i => |g i| * (N * W / 2)) l (𝓝 0) := by
    have h0 := hg.abs.mul_const (N * W / 2)
    rwa [abs_zero, zero_mul] at h0
  have hT0 : Tendsto T l (𝓝[>] 0) := tendsto_nhdsWithin_iff.2
    ⟨squeeze_zero (fun i => (hT i).le) hb hg0, Eventually.of_forall hT⟩
  -- exponentiate the logarithmic law
  have h2 := ((nestedSusceptibility_log_law N hW).comp hT0).div_const N
  rw [mul_div_cancel_left₀ _ hN.ne'] at h2
  have h3 := ((Real.continuous_exp.tendsto logConstant).comp h2).const_mul (W / 2)
  refine h3.congr fun i => ?_
  have hTi := hT i
  have hgi : g i ≠ 0 := by
    intro h0
    have h1 := h i
    rw [h0, zero_mul] at h1
    exact zero_ne_one h1
  have e1 : nestedSusceptibility N W (T i) / N = 1 / (N * g i) := by
    rw [div_eq_div_iff hN.ne' (mul_ne_zero hN.ne' hgi)]
    linear_combination N * h i
  simp only [Function.comp_apply]
  rw [sub_div, mul_div_cancel_left₀ _ hN.ne', e1, Real.exp_sub, Real.exp_log (by positivity)]
  generalize Real.exp (1 / (N * g i)) = E
  have : W / 2 * (E / (W / (2 * T i))) = T i * E * (W / W) := by
    rw [div_div_eq_mul_div]
    ring
  rw [this, div_self hW.ne', mul_one]

end

end PeierlsLogarithm
```

```lean
#print axioms PeierlsLogarithm.peierls_temperature_weak_coupling
```

```
'PeierlsLogarithm.peierls_temperature_weak_coupling' depends on axioms: [propext, Classical.choice, Quot.sound]
```
